# Total $S_-$ takes a genealogical spin-half vector from $M$ to $M-1$ with factor $\sqrt{(S+M)(S-M+1)}$

A program that has the $M=S$ component of a genealogical spin function and needs another one can apply the total lowering operator $S_-$ and divide by a ladder factor at each step. It can also evaluate the genealogical product formula directly at the new projection $M$. The two routes give the same vector, sign included.

Let $p$ be a branching-diagram path that couples $N$ spins one-half, one at a time, to final spin $S$. Let $F(p,M)$ be the vector whose coefficient on an alpha-beta string of projection $M$ is the product of the Clebsch-Gordan coefficients (Condon-Shortley phases) met along $p$, and zero on all other strings. With $\hbar=1$ and $-S\le M\le S$,

$$S_-F(p,M)=\sqrt{(S+M)(S-M+1)}\;F(p,M-1).$$

At $M=-S$ the factor is zero and the vector is annihilated.

## Where mixed routes need matching phases

Code may take some components from the product formula and others from lowering, and then fill a matrix using relations that assume standard phases, such as the Wigner-Eckart theorem. In a spin-orbit matrix between components with different $M$, changing the sign of a basis vector everywhere leaves the eigenvalues alone, but using one sign in some elements and the opposite sign in others can change them. The identity settles the relative signs between components of different $M$ on the same path, for the pure spin part of an open-shell function, with each spin-half coupled in a fixed order.

## The recursion along the path

Write $m$ for the projection of a string $t$, and $C_p(t)$ for its product of coefficients. Consider the last step of the path, from spin $S$ to spin $T$; in this section the final spin is $T$, and $S$ is the spin just before it. Let $t'$ be $t$ without its last spin $\sigma$, let $m'$ be the projection of $t'$, and let $c$ be the coefficient of $t'$ on the shortened path. Then $C_p(t)=c\,g(m,\sigma)$, where

- for $T=S+\tfrac12$: $g(m,\alpha)=\sqrt{\frac{T+m}{2T}}$ and $g(m,\beta)=\sqrt{\frac{T-m}{2T}}$;
- for $T=S-\tfrac12$: $g(m,\alpha)=-\sqrt{\frac{T-m+1}{2T+2}}$ and $g(m,\beta)=\sqrt{\frac{T+m+1}{2T+2}}$.

The coefficient of $S_-f$ on $t$ is the sum of $f$ over all strings obtained by turning one beta of $t$ into alpha. Those strings have projection $M=m+1$. Separating the last spin from the others gives

$$(S_-C_p)(t)=X\,g(M,\sigma)+[\sigma=\beta]\,c\,g(M,\alpha),$$

where $X$ is the lowered coefficient of $t'$ on the shortened path, and the bracket is 1 if $\sigma=\beta$ and 0 otherwise. By induction, $X=\sqrt{(S+m'+1)(S-m')}\,c$ whenever $-S\le m'+1\le S$. For $-T\le M\le T$, the target is $\sqrt{(T+M)(T-M+1)}\,c\,g(M-1,\sigma)$. Where the induction hypothesis applies, every term contains the factor $c$. With that factor left out, the four cases are as follows.

**Upward step, $\sigma=\alpha$.** Two factors change places between the roots:
$$\sqrt{(T+M-1)(T-M+1)}\sqrt{\tfrac{T+M}{2T}}=\sqrt{(T+M)(T-M+1)}\sqrt{\tfrac{T+M-1}{2T}}.$$

**Upward step, $\sigma=\beta$.** Two terms merge:
$$\sqrt{(T+M)(T-M)}\sqrt{\tfrac{T-M}{2T}}+\sqrt{\tfrac{T+M}{2T}}=(T-M+1)\sqrt{\tfrac{T+M}{2T}},$$
which equals $\sqrt{(T+M)(T-M+1)}\sqrt{\frac{T-M+1}{2T}}$.

**Downward step, $\sigma=\alpha$.** Factors change places again:
$$-\sqrt{(T+M)(T-M+2)}\sqrt{\tfrac{T-M+1}{2T+2}}=-\sqrt{(T+M)(T-M+1)}\sqrt{\tfrac{T-M+2}{2T+2}}.$$

**Downward step, $\sigma=\beta$.** The terms merge with opposite signs:
$$\sqrt{(T+M+1)(T-M+1)}\sqrt{\tfrac{T+M+1}{2T+2}}-\sqrt{\tfrac{T-M+1}{2T+2}}=(T+M)\sqrt{\tfrac{T-M+1}{2T+2}},$$
which equals $\sqrt{(T+M)(T-M+1)}\sqrt{\frac{T+M}{2T+2}}$.

In a downward step $m'+1$ always lies in the range where the induction hypothesis applies. In an upward step it leaves that range only for $\sigma=\alpha$, $M=-T$ and for $\sigma=\beta$, $M=T$, because $T\pm M$ are integers. In both cases $g(M,\sigma)=0$, so the value of $X$ is irrelevant and the target still holds.

The induction starts at $N=0$, where the empty string has $m+1=1>0$ and there is nothing to check. Restricting the string identity to $m=M-1$ gives the vector identity, since on every other string both sides are zero.

## The Lean file

```lean
import Mathlib

open Finset

namespace GenealogicalSpin

noncomputable section

/-- Paths in the branching diagram: `Path N a` couples `N` spins one-half to total spin `a/2`,
each step raising or lowering the intermediate spin by one half. -/
inductive Path : ℕ → ℕ → Type
  | nil : Path 0 0
  | up {N a : ℕ} (p : Path N a) : Path (N + 1) (a + 1)
  | down {N a : ℕ} (p : Path N (a + 1)) : Path (N + 1) a

/-- Projection of a single spin: `true` is alpha, `false` is beta. -/
def half : Bool → ℝ
  | true => 1 / 2
  | false => -1 / 2

/-- Total projection of an alpha-beta string. -/
def proj {N : ℕ} (t : Fin N → Bool) : ℝ := ∑ i, half (t i)

/-- The string without its last spin. -/
def front {N : ℕ} (t : Fin (N + 1) → Bool) : Fin N → Bool := fun i => t i.castSucc

/-- Clebsch-Gordan coefficient for coupling a spin one-half to spin `S - 1/2`,
with resulting spin `S` and projection `M`. -/
def cgUp (S M : ℝ) : Bool → ℝ
  | true => √((S + M) / (2 * S))
  | false => √((S - M) / (2 * S))

/-- Clebsch-Gordan coefficient for coupling a spin one-half to spin `S + 1/2`,
with resulting spin `S` and projection `M`. -/
def cgDown (S M : ℝ) : Bool → ℝ
  | true => -√((S - M + 1) / (2 * S + 2))
  | false => √((S + M + 1) / (2 * S + 2))

/-- Genealogical coefficient of a string: the product of the Clebsch-Gordan coefficients
met along the path. -/
def coeff : {N a : ℕ} → Path N a → (Fin N → Bool) → ℝ
  | _, _, .nil, _ => 1
  | _, _, .up (N := N) (a := a) p, t =>
      coeff p (front t) * cgUp (((a + 1 : ℕ) : ℝ) / 2) (proj t) (t (Fin.last N))
  | _, _, .down (N := N) (a := a) p, t =>
      coeff p (front t) * cgDown ((a : ℝ) / 2) (proj t) (t (Fin.last N))

/-- The genealogical spin vector of path `p` with total projection `M`. -/
def spinVector {N a : ℕ} (p : Path N a) (M : ℝ) : (Fin N → Bool) → ℝ :=
  fun t => if proj t = M then coeff p t else 0

/-- The total lowering operator: the sum over all spins of the operator turning alpha into beta. -/
def lower {N : ℕ} (f : (Fin N → Bool) → ℝ) : (Fin N → Bool) → ℝ :=
  fun t => ∑ i, if t i then 0 else f (Function.update t i true)

/-- The ladder factor `√((S + M)(S - M + 1))`. -/
def ladder (S M : ℝ) : ℝ := √((S + M) * (S - M + 1))

/-- Exchange of two factors between square roots. -/
theorem sqrt_exchange {x y : ℝ} (b d : ℝ) (hx : 0 ≤ x) (hy : 0 ≤ y) :
    √(x * b) * √(y / d) = √(y * b) * √(x / d) := by
  rw [Real.sqrt_mul hx b, Real.sqrt_mul hy b, Real.sqrt_div hx d, Real.sqrt_div hy d]
  ring

/-- Merging of a sum of two square-root terms into a single product, where `b' = b + 1`. -/
theorem sqrt_merge {a b b' : ℝ} (d : ℝ) (ha : 0 ≤ a) (hb : 0 ≤ b) (h : b' = b + 1) :
    √(a * b) * √(b / d) + √(a / d) = √(a * b') * √(b' / d) := by
  have hb' : 0 ≤ b' := by linarith
  have s1 := Real.mul_self_sqrt hb
  have s2 := Real.mul_self_sqrt hb'
  rw [Real.sqrt_mul ha b, Real.sqrt_mul ha b', Real.sqrt_div hb d, Real.sqrt_div ha d,
    Real.sqrt_div hb' d]
  linear_combination (√a / √d) * (s1 - s2 - h)

/-- Turning one beta spin into alpha raises the projection by one. -/
theorem proj_update {N : ℕ} {t : Fin N → Bool} {i : Fin N} (h : ¬ t i = true) :
    proj (Function.update t i true) = proj t + 1 := by
  have h' : t i = false := by simpa using h
  have h1 : ∀ j, half (Function.update t i true j) = half (t j) + if j = i then 1 else 0 := by
    intro j
    by_cases hj : j = i
    · rw [hj, Function.update_self, h', if_pos rfl]
      norm_num [half]
    · rw [Function.update_of_ne hj, if_neg hj, add_zero]
  simp [proj, h1, Finset.sum_add_distrib]

/-- For a path ending at spin `S` and a string of projection `M` of the same length,
`S - M` and `S + M` are integers. -/
theorem integral_steps {N a : ℕ} (p : Path N a) : ∀ t : Fin N → Bool,
    ∃ k l : ℤ, (a : ℝ) / 2 - proj t = k ∧ (a : ℝ) / 2 + proj t = l := by
  induction p with
  | nil => exact fun t => ⟨0, 0, by simp [proj], by simp [proj]⟩
  | @up N a p ih =>
    intro t
    obtain ⟨k, l, hk, hl⟩ := ih (front t)
    have hm : proj t = proj (front t) + half (t (Fin.last N)) :=
      Fin.sum_univ_castSucc (fun i => half (t i))
    rw [hm]
    cases t (Fin.last N) with
    | true => exact ⟨k, l + 1, by simp only [half]; push_cast; linarith,
        by simp only [half]; push_cast; linarith⟩
    | false => exact ⟨k + 1, l, by simp only [half]; push_cast; linarith,
        by simp only [half]; push_cast; linarith⟩
  | @down N a p ih =>
    intro t
    obtain ⟨k, l, hk, hl⟩ := ih (front t)
    push_cast at hk hl
    have hm : proj t = proj (front t) + half (t (Fin.last N)) :=
      Fin.sum_univ_castSucc (fun i => half (t i))
    rw [hm]
    cases t (Fin.last N) with
    | true => exact ⟨k - 1, l, by simp only [half]; push_cast; linarith,
        by simp only [half]; linarith⟩
    | false => exact ⟨k, l - 1, by simp only [half]; linarith,
        by simp only [half]; push_cast; linarith⟩

/-- Lowering a product of a function of the first `N` spins and a factor depending on the total
projection and the last spin: the result is the sum of a term from lowering the first `N` spins and
a term from lowering the last one. -/
theorem lower_succ {N : ℕ} (f : (Fin N → Bool) → ℝ) (g : ℝ → Bool → ℝ)
    (t : Fin (N + 1) → Bool) :
    lower (fun t => f (front t) * g (proj t) (t (Fin.last N))) t =
      lower f (front t) * g (proj t + 1) (t (Fin.last N)) +
        if t (Fin.last N) then 0 else f (front t) * g (proj t + 1) true := by
  simp only [lower]
  rw [Fin.sum_univ_castSucc, Finset.sum_mul]
  congr 1
  · refine Finset.sum_congr rfl fun i _ => ?_
    have hu : front (Function.update t i.castSucc true) = Function.update (front t) i true := by
      funext j
      by_cases h : j = i
      · subst h; simp [front]
      · have h' : j.castSucc ≠ i.castSucc := fun e => h (Fin.castSucc_injective _ e)
        simp [front, Function.update_of_ne h, Function.update_of_ne h']
    by_cases h : t i.castSucc = true
    · rw [if_pos h, if_pos (show front t i = true from h), zero_mul]
    · rw [if_neg h, if_neg (show ¬ front t i = true from h), hu, proj_update h,
        Function.update_of_ne (Fin.castSucc_lt_last i).ne']
  · have hu : front (Function.update t (Fin.last N) true) = front t := by
      funext j
      simp [front]
    by_cases h : t (Fin.last N) = true
    · rw [if_pos h, if_pos h]
    · rw [if_neg h, if_neg h, hu, proj_update h, Function.update_self]

/-- Clebsch-Gordan recursion for a step that raises the spin from `S` to `T = S + 1/2`. -/
theorem up_step {S T m m' X c : ℝ} {σ : Bool} (hT : T = S + 1 / 2) (hm : m = m' + half σ)
    (h1 : -T ≤ m + 1) (h2 : m + 1 ≤ T)
    (hk : T - (m + 1) = 0 ∨ 1 ≤ T - (m + 1)) (hl : T + (m + 1) = 0 ∨ 1 ≤ T + (m + 1))
    (hX : -S ≤ m' + 1 → m' + 1 ≤ S → X = ladder S (m' + 1) * c) :
    X * cgUp T (m + 1) σ + (if σ then 0 else c * cgUp T (m + 1) true) =
      ladder T (m + 1) * (c * cgUp T m σ) := by
  have e : T - (m + 1) + 1 = T - m := by ring
  cases σ <;> simp only [half] at hm <;>
    simp only [cgUp, ladder, Bool.false_eq_true, ↓reduceIte]
  · -- at the upper edge the Clebsch-Gordan coefficient vanishes
    have h : X * √((T - (m + 1)) / (2 * T)) =
        √((T + (m + 1)) * (T - (m + 1))) * c * √((T - (m + 1)) / (2 * T)) := by
      rcases hk with hz | hz
      · rw [hz]; simp
      · rw [hX (by linarith) (by linarith), ladder,
          show S + (m' + 1) = T + (m + 1) by linarith,
          show S - (m' + 1) + 1 = T - (m + 1) by linarith]
    rw [e]
    linear_combination h + c * sqrt_merge (a := T + (m + 1)) (b := T - (m + 1)) (b' := T - m)
      (2 * T) (by linarith) (by linarith) (by ring)
  · rcases hl with hz | hz
    · rw [hz]; simp
    · have h : X = √((T + m) * (T - m)) * c := by
        rw [hX (by linarith) (by linarith), ladder, show S + (m' + 1) = T + m by linarith,
          show S - (m' + 1) + 1 = T - m by linarith]
      rw [h, e]
      linear_combination c * sqrt_exchange (x := T + m) (y := T + (m + 1)) (T - m) (2 * T)
        (by linarith) (by linarith)

/-- Clebsch-Gordan recursion for a step that lowers the spin from `S` to `T = S - 1/2`. -/
theorem down_step {S T m m' X c : ℝ} {σ : Bool} (hT : T = S - 1 / 2) (hm : m = m' + half σ)
    (h1 : -T ≤ m + 1) (h2 : m + 1 ≤ T)
    (hX : -S ≤ m' + 1 → m' + 1 ≤ S → X = ladder S (m' + 1) * c) :
    X * cgDown T (m + 1) σ + (if σ then 0 else c * cgDown T (m + 1) true) =
      ladder T (m + 1) * (c * cgDown T m σ) := by
  have e : T - (m + 1) + 1 = T - m := by ring
  cases σ <;> simp only [half] at hm <;>
    simp only [cgDown, ladder, Bool.false_eq_true, ↓reduceIte]
  · have h : X = √((T - m) * (T + (m + 1) + 1)) * c := by
      rw [hX (by linarith) (by linarith), ladder,
        show S + (m' + 1) = T + (m + 1) + 1 by linarith,
        show S - (m' + 1) + 1 = T - m by linarith, mul_comm (T - m)]
    rw [h, e, show T + m + 1 = T + (m + 1) by ring, mul_comm (T + (m + 1)) (T - m)]
    linear_combination (-c) * sqrt_merge (a := T - m) (b := T + (m + 1))
      (b' := T + (m + 1) + 1) (2 * T + 2) (by linarith) (by linarith) rfl
  · have h : X = √((T - m + 1) * (T + (m + 1))) * c := by
      rw [hX (by linarith) (by linarith), ladder, show S + (m' + 1) = T + (m + 1) by linarith,
        show S - (m' + 1) + 1 = T - m + 1 by linarith, mul_comm (T - m + 1)]
    rw [h, e, mul_comm (T + (m + 1)) (T - m)]
    linear_combination (-c) * sqrt_exchange (x := T - m + 1) (y := T - m) (T + (m + 1))
      (2 * T + 2) (by linarith) (by linarith)

/-- The lowering relation string by string, for the products of Clebsch-Gordan coefficients. -/
theorem lower_coeff {N a : ℕ} (p : Path N a) : ∀ t : Fin N → Bool,
    -((a : ℝ) / 2) ≤ proj t + 1 → proj t + 1 ≤ (a : ℝ) / 2 →
      lower (coeff p) t = ladder ((a : ℝ) / 2) (proj t + 1) * coeff p t := by
  -- a nonnegative integer is zero or at least one
  have gap : ∀ (x : ℝ) (l : ℤ), x = l → 0 ≤ x → x = 0 ∨ 1 ≤ x := by
    intro x l h h0
    subst h
    have h0' : 0 ≤ l := by exact_mod_cast h0
    rcases (by omega : l = 0 ∨ 1 ≤ l) with h | h
    · left; simp [h]
    · right; exact_mod_cast h
  induction p with
  | nil =>
    intro t _ h2
    have h0 : proj t = 0 := by simp [proj]
    rw [h0] at h2
    norm_num at h2
  | @up N a p ih =>
    intro t h1 h2
    obtain ⟨k, l, hk, hl⟩ := integral_steps (Path.up p) t
    have hf : coeff (Path.up p) = fun t => coeff p (front t) *
        cgUp (((a + 1 : ℕ) : ℝ) / 2) (proj t) (t (Fin.last N)) := by
      funext t; simp only [coeff]
    rw [hf, lower_succ (coeff p) (cgUp (((a + 1 : ℕ) : ℝ) / 2))]
    exact up_step (S := (a : ℝ) / 2) (by push_cast; ring)
      (Fin.sum_univ_castSucc (fun i => half (t i))) h1 h2
      (gap _ (k - 1) (by rw [Int.cast_sub, ← hk, Int.cast_one]; ring) (by linarith))
      (gap _ (l + 1) (by rw [Int.cast_add, ← hl, Int.cast_one]; ring) (by linarith))
      (ih (front t))
  | @down N a p ih =>
    intro t h1 h2
    have hf : coeff (Path.down p) = fun t => coeff p (front t) *
        cgDown ((a : ℝ) / 2) (proj t) (t (Fin.last N)) := by
      funext t; simp only [coeff]
    rw [hf, lower_succ (coeff p) (cgDown ((a : ℝ) / 2))]
    exact down_step (S := ((a + 1 : ℕ) : ℝ) / 2) (by push_cast; ring)
      (Fin.sum_univ_castSucc (fun i => half (t i))) h1 h2 (ih (front t))

/-- For a path ending at spin `S = a/2` and `-S ≤ M ≤ S`, the total lowering operator maps the
genealogical vector with projection `M` to `√((S + M)(S - M + 1))` times the one with `M - 1`. -/
theorem lower_spinVector {N a : ℕ} (p : Path N a) {M : ℝ}
    (h1 : -((a : ℝ) / 2) ≤ M) (h2 : M ≤ (a : ℝ) / 2) :
    lower (spinVector p M) = ladder ((a : ℝ) / 2) M • spinVector p (M - 1) := by
  funext t
  simp only [lower, spinVector, Pi.smul_apply, smul_eq_mul]
  by_cases h : proj t + 1 = M
  · subst h
    have hc := lower_coeff p t h1 h2
    simp only [lower] at hc
    rw [if_pos (by ring), ← hc]
    refine Finset.sum_congr rfl fun i _ => ?_
    by_cases hi : t i = true
    · rw [if_pos hi, if_pos hi]
    · rw [if_neg hi, if_neg hi, if_pos (proj_update hi)]
  · -- strings of any other projection do not contribute
    rw [if_neg (fun e => h (by linarith)), mul_zero]
    refine Finset.sum_eq_zero fun i _ => ?_
    by_cases hi : t i = true
    · rw [if_pos hi]
    · rw [if_neg hi, proj_update hi, if_neg h]

/-- Lowering the vector with `M = S` a number `k ≤ 2S` of times gives the vector with
`M = S - k`, multiplied by the product of the ladder factors. -/
theorem lower_iterate {N a : ℕ} (p : Path N a) (k : ℕ) (hk : k ≤ a) :
    lower^[k] (spinVector p ((a : ℝ) / 2)) =
      (∏ j ∈ range k, √(((a : ℝ) - j) * (j + 1))) • spinVector p ((a : ℝ) / 2 - k) := by
  have hs : ∀ (c : ℝ) (f : (Fin N → Bool) → ℝ), lower (c • f) = c • lower f := by
    intro c f
    funext t
    simp only [lower, Pi.smul_apply, smul_eq_mul, Finset.mul_sum, mul_ite, mul_zero]
  induction k with
  | zero => simp
  | succ k ih =>
    have hk' : (k : ℝ) + 1 ≤ a := by exact_mod_cast hk
    have hk0 : (0 : ℝ) ≤ k := Nat.cast_nonneg k
    have hF := lower_spinVector p (M := (a : ℝ) / 2 - k) (by linarith) (by linarith)
    have e1 : ladder ((a : ℝ) / 2) ((a : ℝ) / 2 - k) = √(((a : ℝ) - k) * (k + 1)) := by
      rw [ladder]
      congr 1
      ring
    have e2 : (a : ℝ) / 2 - k - 1 = (a : ℝ) / 2 - ((k + 1 : ℕ) : ℝ) := by
      push_cast
      ring
    rw [Function.iterate_succ_apply', ih (by omega), hs, hF, e1, e2, smul_smul,
      Finset.prod_range_succ]

end

end GenealogicalSpin
```

```lean
#print axioms GenealogicalSpin.lower_spinVector
#print axioms GenealogicalSpin.lower_iterate
```

```
'GenealogicalSpin.lower_spinVector' depends on axioms: [propext, Classical.choice, Quot.sound]
'GenealogicalSpin.lower_iterate' depends on axioms: [propext, Classical.choice, Quot.sound]
```

## What the definitions fix

`Path N a` is a path of `N` spins ending at $S=a/2$. Since `a` is a natural number, no intermediate spin can be negative. A string is a function `Fin N → Bool`, with `true` for alpha, and `proj` is its projection. `cgUp` and `cgDown` are the coefficients $g$, `coeff` is $C_p$, and `spinVector p M` is $F(p,M)$. `lower` is $S_-$ written on coefficients, and `ladder` is the square-root factor. The formulas in `cgUp` and `cgDown` are Clebsch-Gordan coefficients only when the projection lies between minus and plus the resulting spin. The product `coeff` is still correct on every string: a string can first leave that range only in a downward step, and the factor of that step is then zero.

`lower_spinVector` is the identity above, for every path and every real $M$ with $-S\le M\le S$. `lower_iterate` starts from $M=S$ and lowers $k\le 2S$ times, which gives $F(p,S-k)$ multiplied by $\prod_{j=0}^{k-1}\sqrt{(2S-j)(j+1)}$.

## How the checked proof follows the algebra

`lower_succ` separates the last spin from the others. `sqrt_exchange` and `sqrt_merge` are the two kinds of root identity, and `up_step` and `down_step` apply them case by case, with `linear_combination` closing the algebra. `integral_steps` supplies the integrality used at the edges. `lower_coeff` runs the induction along the path, and `lower_spinVector` restricts it to one projection. `lower_iterate` is a second induction, on $k$.

## Limits for an implementation

The theorems concern exact real numbers, so they bound no rounding error in repeated lowering. They do not state that the vectors are normalised, that different paths give orthogonal vectors, or that $F(p,M)$ is an eigenvector of $S^2$; here $S$ enters as the endpoint of the path. The model contains spin strings only. Spatial orbitals are absent, and so are the signs that come from ordering fermion operators, such as those that appear when a determinant lists its alpha orbitals before its beta orbitals.
